# For a polynomial magnetic field, the velocity bracket obeys the Jacobi identity exactly when div B = 0

**Q:** Your observables are real polynomials in three positions and three velocities, and the field is polynomial too. I work with smooth functions and with fields that fall off at infinity. Why this choice?

**A:** It makes the bracket purely algebraic. A derivation on polynomials is determined by its values on the coordinates, so a short table of coordinate brackets fixes everything. The kinetic energy $\tfrac12|v|^2$ and the angular momentum components are included. The price is that your fields are not covered, since a nonzero polynomial field does not fall off at infinity. A point monopole's field, which is singular at the origin, is not covered either. Separately, the field is taken to be static.

```lean
import Mathlib

open MvPolynomial

namespace MagneticPoissonBracket

noncomputable section

/-- Polynomial observables in position (left) and velocity (right) coordinates. -/
abbrev Phase := MvPolynomial (Fin 3 ⊕ Fin 3) ℝ
```

The index type `Fin 3 ⊕ Fin 3` has a left copy for the positions $x_0,x_1,x_2$ and a right copy for the velocities $v_0,v_1,v_2$. In Lean, $x_i$ is `X (Sum.inl i)` and $v_i$ is `X (Sum.inr i)`.

**Q:** What stops the field from depending on velocity?

**A:** Its type. Each component $B_k$ is a polynomial in three variables only, and `onX` turns it into a phase-space observable by renaming those variables as positions.

```lean
/-- A function of position regarded as an observable on phase space. -/
abbrev onX : MvPolynomial (Fin 3) ℝ →ₐ[ℝ] Phase := rename Sum.inl
```

**Q:** And which bracket do you postulate?

**A:** With $\delta_{ij}$ the Kronecker delta and $\epsilon_{ijk}$ the Levi-Civita symbol, normalised by $\epsilon_{012}=1$,
$$\{x_i,x_j\}=0,\qquad \{x_i,v_j\}=\delta_{ij},\qquad \{v_i,v_j\}=\sum_k\epsilon_{ijk}B_k(x).$$

```lean
/-- The Levi-Civita symbol, with indices counted modulo three. -/
def eps (i j k : Fin 3) : ℤ :=
  if j = i + 1 ∧ k = i + 2 then 1 else if j = i + 2 ∧ k = i + 1 then -1 else 0

/-- The brackets of the coordinates: positions commute, position and velocity are conjugate, and the
bracket of velocities i and j is the sum over k of eps i j k times B k. -/
def coordBracket (B : Fin 3 → MvPolynomial (Fin 3) ℝ) : Fin 3 ⊕ Fin 3 → Fin 3 ⊕ Fin 3 → Phase
  | .inl _, .inl _ => 0
  | .inl i, .inr j => C (if i = j then 1 else 0)
  | .inr i, .inl j => -C (if j = i then 1 else 0)
  | .inr i, .inr j => ∑ k, C (eps i j k : ℝ) * onX (B k)
```

These rules describe a particle of unit mass and unit charge. With $H=\tfrac12|v|^2$ they give $\dot x_i=\{x_i,H\}=v_i$ and $\dot v_i=\{v_i,H\}=\sum_{j,k}\epsilon_{ijk}v_jB_k=(v\times B)_i$, which is the Lorentz force.

**Q:** I would derive the last rule from $v=p-A$, with canonical momentum $p$ and vector potential $A$. Then $\{v_i,v_j\}=\partial_iA_j-\partial_jA_i$, and $\operatorname{div}B=0$ comes for free.

**A:** Yes, and for that reason the potential does not appear here. Written in terms of $B$, the rules make sense for any polynomial field, and whether they give a Poisson bracket becomes a real question.

**Q:** How does the table become a bracket of arbitrary observables?

**A:** By the Leibniz rule in each slot. The type of `bracket B` says that $f$ is sent to a derivation $g\mapsto\{f,g\}$, and that this assignment is itself a derivation in $f$. Antisymmetry is not part of the type; it is proved below.

```lean
/-- The magnetic bracket: the biderivation with the prescribed coordinate brackets. -/
def bracket (B : Fin 3 → MvPolynomial (Fin 3) ℝ) : Derivation ℝ Phase (Derivation ℝ Phase Phase) :=
  mkDerivation ℝ fun a => mkDerivation ℝ fun b => coordBracket B a b
```

The other side of the equivalence is the usual divergence, $\operatorname{div}B=\sum_i\partial_iB_i$, again a polynomial in the positions.

```lean
/-- The divergence of the magnetic field. -/
def divergence (B : Fin 3 → MvPolynomial (Fin 3) ℝ) : MvPolynomial (Fin 3) ℝ :=
  ∑ i, pderiv i (B i)
```

The failure of the Jacobi identity is measured by
$$J(f,g,h)=\{f,\{g,h\}\}+\{g,\{h,f\}\}+\{h,\{f,g\}\}.$$

```lean
/-- The cyclic sum of double brackets. -/
def jacobiator (B : Fin 3 → MvPolynomial (Fin 3) ℝ) (f g h : Phase) : Phase :=
  bracket B f (bracket B g h) + bracket B g (bracket B h f) + bracket B h (bracket B f g)
```

The last definition is the triple product $V(f,g,h)=\nabla_vf\cdot(\nabla_vg\times\nabla_vh)$, where $\nabla_v$ is the gradient with respect to the velocities.

```lean
/-- The triple product of the velocity gradients of three observables. -/
def velocityVolume (f g h : Phase) : Phase :=
  let d (i : Fin 3) (p : Phase) : Phase := pderiv (Sum.inr i) p
  d 0 f * (d 1 g * d 2 h - d 2 g * d 1 h) + d 1 f * (d 2 g * d 0 h - d 0 g * d 2 h)
    + d 2 f * (d 0 g * d 1 h - d 1 g * d 0 h)
```

**Q:** Show me the calculation by hand before the Lean proofs.

**A:** The claim is $J(f,g,h)=-(\operatorname{div}B)\,V(f,g,h)$. First, for a polynomial $p(x)$ of position, the Leibniz rule gives
$$\{x_i,p\}=\sum_j\partial_jp\,\{x_i,x_j\}=0,\qquad \{v_i,p\}=\sum_j\partial_jp\,\{v_i,x_j\}=-\partial_ip.$$

Now take three coordinates. If at least one is a position, every inner bracket is a constant, except possibly $\{v_j,v_k\}$, which is a function of position and is then bracketed with a position. So $J=0$. The triple product also vanishes, because a position has no velocity gradient. For three velocities,
$$J(v_i,v_j,v_k)=-\sum_l\left(\epsilon_{jkl}\,\partial_iB_l+\epsilon_{kil}\,\partial_jB_l+\epsilon_{ijl}\,\partial_kB_l\right).$$
If two indices agree, say $i=j$, the first two terms cancel and the third is zero; the other coincidences follow by cyclic symmetry. If all three differ, only $l=i$, $l=j$ and $l=k$ survive in the respective terms, and the result is $-\epsilon_{ijk}\operatorname{div}B$. Since $V(v_i,v_j,v_k)=\epsilon_{ijk}$, the formula holds on coordinates.

**Q:** Coordinates are not all observables. A double bracket is not obviously a derivation in each argument.

**A:** A single double bracket need not be, but the cyclic sum is. Replace $h$ by a product $pq$ and expand. Besides $p\,J(f,g,q)+q\,J(f,g,p)$ there remain
$$\{f,p\}\{g,q\}+\{f,q\}\{g,p\}+\{g,p\}\{q,f\}+\{g,q\}\{p,f\},$$
and antisymmetry cancels these in pairs. The right-hand side is also a derivation in $h$, since it is a linear combination of first derivatives of $h$, with coefficients that do not involve $h$. Two derivations that agree on the coordinates agree on all polynomials, so $h$ can be arbitrary. Both sides are unchanged by cyclic permutation, so the other two slots can be rotated into last place and freed in the same way.

**Q:** Then take me through the file. Does your bracket really have the values you listed, and could another one have them too?

**A:** Yes to the first and no to the second. The first theorem reads off the values; the second applies extensionality of derivations twice, once per slot.

```lean
variable (B : Fin 3 → MvPolynomial (Fin 3) ℝ)

/-- The magnetic bracket takes the prescribed values on the coordinates. -/
theorem bracket_coord (a b : Fin 3 ⊕ Fin 3) : bracket B (X a) (X b) = coordBracket B a b := by
  simp only [bracket, mkDerivation_X]

/-- A biderivation with the prescribed coordinate brackets is the magnetic bracket. -/
theorem bracket_unique (β : Derivation ℝ Phase (Derivation ℝ Phase Phase))
    (h : ∀ a b, β (X a) (X b) = coordBracket B a b) : β = bracket B :=
  derivation_ext fun a => derivation_ext fun b => by rw [h, bracket_coord]
```

**Q:** And antisymmetry?

**A:** It is checked on pairs of coordinates, where the only case with content is $\epsilon_{ijk}=-\epsilon_{jik}$, settled by `decide`. Induction then extends it to a polynomial in the second slot and afterwards in the first. Each induction treats constants, sums, and multiplication by one coordinate; in the last case `linear_combination` assembles the Leibniz terms.

```lean
/-- The magnetic bracket is antisymmetric. -/
theorem bracket_skew (f g : Phase) : bracket B f g = -bracket B g f := by
  have hε : ∀ i j k, eps i j k = -eps j i k := by decide
  -- antisymmetry on two coordinates
  have hXX : ∀ a b, bracket B (X a) (X b) = -bracket B (X b) (X a) := by
    intro a b
    rw [bracket_coord, bracket_coord]
    rcases a with i | i <;> rcases b with j | j
    · simp [coordBracket]
    · simp [coordBracket]
    · simp [coordBracket]
    · simp only [coordBracket]
      rw [← Finset.sum_neg_distrib]
      refine Finset.sum_congr rfl fun k _ => ?_
      rw [hε i j k, Int.cast_neg, C_neg, neg_mul]
  -- one coordinate and one polynomial
  have hX : ∀ a g, bracket B (X a) g = -bracket B g (X a) := by
    intro a g
    induction' g using MvPolynomial.induction_on with r p q hp hq p b hp
    · simp [derivation_C]
    · simp only [map_add, Derivation.add_apply]
      linear_combination hp + hq
    · simp only [Derivation.leibniz, Derivation.add_apply, Derivation.smul_apply, smul_eq_mul]
      linear_combination p * hXX a b + X b * hp
  induction' f using MvPolynomial.induction_on with r p q hp hq p a hp
  · simp [derivation_C]
  · simp only [map_add, Derivation.add_apply]
    linear_combination hp + hq
  · simp only [Derivation.leibniz, Derivation.add_apply, Derivation.smul_apply, smul_eq_mul]
    linear_combination p * hX a g + X a * hp
```

The brackets with functions of position follow by the same induction. Multiplying by a coordinate $x_a$ splits into $a=i$, where the Leibniz rule produces an extra term, and $a\ne i$, where it does not.

```lean
/-- A function of position commutes with the positions, and its bracket with a velocity is
minus the corresponding partial derivative. -/
theorem bracket_onX (i : Fin 3) (p : MvPolynomial (Fin 3) ℝ) :
    bracket B (X (Sum.inl i)) (onX p) = 0 ∧
      bracket B (X (Sum.inr i)) (onX p) = -onX (pderiv i p) := by
  induction' p using MvPolynomial.induction_on with r p q hp hq p a hp
  · simp [derivation_C]
  · simp only [map_add, hp.1, hq.1, hp.2, hq.2]
    exact ⟨by ring, by ring⟩
  · simp only [map_mul, rename_X, Derivation.leibniz, smul_eq_mul, map_add, hp.1, hp.2,
      bracket_coord, coordBracket, pderiv_X]
    refine ⟨by ring, ?_⟩
    by_cases h : a = i
    · subst h
      simp
      ring
    · simp [h]
```

**Q:** Where does the divergence enter?

**A:** In the coordinate formula. The `rcases` line separates positions from velocities, giving eight cases, and the simplification after it closes the seven that contain a position. `fin_cases` then runs through the 27 index choices for three velocities, in place of the argument above about equal and distinct indices.

```lean
/-- On coordinates, the cyclic sum of double brackets is minus the divergence of the field times
the triple product of velocity gradients. -/
theorem jacobiator_coord (a b c : Fin 3 ⊕ Fin 3) :
    jacobiator B (X a) (X b) (X c) =
      -onX (divergence B) * velocityVolume (X a) (X b) (X c) := by
  have h1 := fun i p => (bracket_onX B i p).1
  have h2 := fun i p => (bracket_onX B i p).2
  have hx : ∀ i j : Fin 3, pderiv (Sum.inr j) (X (Sum.inl i) : Phase) = 0 :=
    fun i j => pderiv_X_of_ne (by simp)
  have hv : ∀ i j : Fin 3, pderiv (Sum.inr j) (X (Sum.inr i) : Phase) = if i = j then 1 else 0 := by
    intro i j
    simp [pderiv_X, Pi.single_apply]
  rcases a with i | i <;> rcases b with j | j <;> rcases c with k | k <;>
    simp only [jacobiator, velocityVolume, bracket_coord, coordBracket, map_sum, map_neg, map_zero,
      Derivation.leibniz, smul_eq_mul, derivation_C, h1, h2, hx, hv, mul_zero, zero_mul,
      add_zero, sub_zero, neg_zero, Finset.sum_const_zero]
  -- only three velocities are left
  fin_cases i <;> fin_cases j <;> fin_cases k <;>
    simp [eps, divergence, Fin.sum_univ_three] <;> ring
```

The extension to all observables follows the hand argument. `hJ` and `hV` are the cyclic symmetries, and `ext` frees the last slot. The two `bracket_skew` terms in its final `linear_combination` are the pairwise cancellations. The steps `s1`, `s2` and the closing lines free the third, second and first slots in turn.

```lean
/-- For all observables, the cyclic sum of double brackets is minus the divergence of the field
times the triple product of velocity gradients. -/
theorem jacobiator_eq (f g h : Phase) :
    jacobiator B f g h = -onX (divergence B) * velocityVolume f g h := by
  have hJ : ∀ f g h, jacobiator B f g h = jacobiator B g h f := by
    intro f g h
    simp only [jacobiator]
    ring
  have hV : ∀ f g h, velocityVolume f g h = velocityVolume g h f := by
    intro f g h
    simp only [velocityVolume]
    ring
  -- both sides are derivations in the last slot, so coordinates suffice there
  have ext : ∀ f g, (∀ c, jacobiator B f g (X c) =
      -onX (divergence B) * velocityVolume f g (X c)) →
      ∀ h, jacobiator B f g h = -onX (divergence B) * velocityVolume f g h := by
    intro f g hc h
    induction' h using MvPolynomial.induction_on with r p q hp hq p c hp
    · simp [jacobiator, velocityVolume, derivation_C]
    · simp only [jacobiator, velocityVolume, map_add, Derivation.add_apply] at hp hq ⊢
      linear_combination hp + hq
    · have hc' := hc c
      simp only [jacobiator, velocityVolume, Derivation.leibniz, map_add, Derivation.add_apply,
        Derivation.smul_apply, smul_eq_mul] at hp hc' ⊢
      linear_combination p * hc' + X c * hp + bracket B g p * bracket_skew B (X c) f
        + bracket B g (X c) * bracket_skew B p f
  -- free the three slots one after another
  have s1 := fun a b => ext (X a) (X b) (jacobiator_coord B a b)
  have s2 : ∀ a g h, jacobiator B (X a) g h =
      -onX (divergence B) * velocityVolume (X a) g h := by
    intro a g h
    rw [← hJ h (X a) g, ← hV h (X a) g]
    exact ext h (X a) (fun b => by rw [hJ h, hV h]; exact s1 a b h) g
  rw [hJ f g h, hV f g h]
  exact ext g h (fun a => by rw [← hJ (X a) g h, ← hV (X a) g h]; exact s2 a g h) f
```

**Q:** The formula has a product on the right. Could the triple product vanish and hide a nonzero divergence?

**A:** For particular observables, yes: if one of the three depends on position alone, $J=0$ whatever the field. But the theorem quantifies over all observables, and $V(v_0,v_1,v_2)=1$. The Jacobi identity for these three velocities therefore already forces $\operatorname{div}B=0$. Lean obtains this first as an equation between phase-space polynomials and returns to the positions by `rename_injective`. Conversely, if the divergence is zero, the formula makes every $J$ vanish.

```lean
/-- The magnetic bracket satisfies the Jacobi identity for all polynomial observables if and only
if the magnetic field is divergence-free. -/
theorem jacobi_iff_divergence_eq_zero :
    (∀ f g h : Phase, bracket B f (bracket B g h) + bracket B g (bracket B h f)
      + bracket B h (bracket B f g) = 0) ↔ divergence B = 0 := by
  constructor
  · intro hJ
    -- test the identity on the three velocities
    have h0 : jacobiator B (X (Sum.inr 0)) (X (Sum.inr 1)) (X (Sum.inr 2)) = 0 := hJ _ _ _
    have hvol : velocityVolume (X (Sum.inr 0)) (X (Sum.inr 1)) (X (Sum.inr 2)) = 1 := by
      simp [velocityVolume, pderiv_X]
    rw [jacobiator_eq, hvol, mul_one, neg_eq_zero] at h0
    exact rename_injective _ Sum.inl_injective (by rw [h0, map_zero])
  · intro hB f g h
    have h0 := jacobiator_eq B f g h
    rw [hB, map_zero, neg_zero, zero_mul] at h0
    exact h0
```

Here `divergence B = 0` is an equality of polynomials, which over the real numbers is the same as vanishing at every point.

**Q:** What is the simplest field that breaks the identity?

**A:** A constant field cannot, because its divergence is zero; $B=0$ gives back the canonical bracket. Degree one is the first chance. For $B=(ax_0,bx_1,cx_2)$ with real $a,b,c$, the identity holds exactly when $a+b+c=0$. The file takes $a=b=c=1$, a field whose magnetic charge density is uniform, and finds $J(v_0,v_1,v_2)=-3$.

```lean
/-- In the radial field B(x) = x, the cyclic sum of double brackets of the three velocities
is -3. -/
theorem jacobiator_radial_field :
    jacobiator (fun i => X i) (X (Sum.inr 0)) (X (Sum.inr 1)) (X (Sum.inr 2)) = -3 := by
  have hd : divergence (fun i => X i) = 3 := by
    simp [divergence, pderiv_X]
  have h3 : onX 3 = 3 := map_ofNat onX 3
  rw [jacobiator_eq, hd, h3]
  simp [velocityVolume, pderiv_X]

end

end MagneticPoissonBracket
```

```lean
#print axioms MagneticPoissonBracket.bracket_unique
-- 'MagneticPoissonBracket.bracket_unique' depends on axioms: [propext, Classical.choice, Quot.sound]
#print axioms MagneticPoissonBracket.jacobi_iff_divergence_eq_zero
-- 'MagneticPoissonBracket.jacobi_iff_divergence_eq_zero' depends on axioms: [propext, Classical.choice, Quot.sound]
#print axioms MagneticPoissonBracket.jacobiator_radial_field
-- 'MagneticPoissonBracket.jacobiator_radial_field' depends on axioms: [propext, Classical.choice, Quot.sound]
```

**Q:** Would I ever meet this in an actual calculation?

**A:** You could, when fitting polynomials to a measured or tabulated magnetic field for particle tracking. If the three components are fitted independently, the fitted field will in general have a nonzero divergence. The equations $\dot x=v$, $\dot v=v\times B$ still conserve $\tfrac12|v|^2$, so a check of the energy will not reveal the problem. The direct test is to compute $\sum_i\partial_iB_i$ and check that the coefficient of every monomial is zero; these conditions can also be imposed as linear constraints on the fit. For a single classical particle in a static polynomial field, this decides whether the bracket above is a genuine Poisson bracket, which is the structure that a Poisson integrator built on it is meant to preserve.

**Q:** So a nonzero divergence does not make the equations of motion meaningless?

**A:** No. They remain ordinary differential equations, and their solutions exist for all times: the speed is constant, so the particle cannot run off to infinity in a finite time. What is lost is the Jacobi identity for this bracket, and with it the usual argument that the bracket of two conserved quantities is again conserved.
